# Fixman's identity between the mass metric and the constraint matrix

Consider a molecule of three atoms joined by two bonds. In one simulation the bonds are rigid; in another they can vibrate, and we look only at configurations in which both bonds have their reference lengths. At equal temperature and with the same potential energy, the two models can give different distributions of the bond angle. The rigid model has no momenta conjugate to the bond lengths, and the integral over the remaining momenta leaves a weight that depends on the angle. By what factor do the two weights differ, and can it be computed from the constraints and the masses alone?

## Two weights for the same configuration

Let the atoms have n Cartesian coordinates x and an invertible mass matrix M. There are k constraints, whose gradients are the rows of a k × n matrix G, and l = n − k free directions, which are the columns of an n × l matrix T. Motion along a free direction leaves the constraints unchanged to first order, so GT = 0.

If s are free coordinates and T = ∂x/∂s, then the velocity is ẋ = Tṡ and the kinetic energy is ½ ṡᵀ(TᵀMT)ṡ. The conjugate momenta are P = TᵀMTṡ, and for positive definite M and independent columns of T their Boltzmann factor integrates to

∫ exp(−Pᵀ(TᵀMT)⁻¹P / 2kT) dP = (2πkT)^(l/2) √det(TᵀMT).

Here kT is one symbol, the thermal energy. Apart from constant factors, the rigid model therefore carries the weight √det(TᵀMT). If the constrained quantities c are kept as coordinates beside s, the same integral gives the weight √det(JᵀMJ), where J = [T W] and W = ∂x/∂c.

## The identity from two triangular products

Fixman's identity relates the mass metric TᵀMT to the constraint matrix GM⁻¹Gᵀ:

det(TᵀMT) det(GGᵀ) = det M det(GM⁻¹Gᵀ) det(TᵀT).

To derive it, stack Tᵀ on top of G to form an n × n matrix X, and put T beside M⁻¹Gᵀ to form an n × n matrix Y. Since TᵀGᵀ = (GT)ᵀ = 0 and MM⁻¹Gᵀ = Gᵀ, multiplication by blocks gives

XMY = [ TᵀMT, 0 ; GMT, GGᵀ ],

XY = [ TᵀT, TᵀM⁻¹Gᵀ ; 0, GM⁻¹Gᵀ ],

where the semicolon separates block rows. The determinant of a block triangular matrix is the product of the determinants of its diagonal blocks. On the other hand,

det(XMY) = det X det M det Y = det M det(XY).

Inserting the two block determinants gives the identity. Neither positivity of M nor independence of the rows of G or the columns of T was used.

Independence is needed to divide. If the columns of T are independent and u ≠ 0, then uᵀTᵀTu = |Tu|² > 0, so det(TᵀT) > 0. Likewise det(GGᵀ) > 0 if the rows of G are independent, and then

det(TᵀMT) / det(TᵀT) = det M det(GM⁻¹Gᵀ) / det(GGᵀ).

## The correction in a full coordinate system

Now let S = ∂s/∂x and G = ∂c/∂x. Differentiating c(x(s,c)) = c gives GT = 0 and GW = 1; differentiating x(s(x),c(x)) = x gives TS + WG = 1. Write A = SM⁻¹Gᵀ and Z = GM⁻¹Gᵀ. Then

TA + WZ = (TS + WG)M⁻¹Gᵀ = M⁻¹Gᵀ.

Multiplying from the left by TᵀM and by WᵀM gives

TᵀMT A + TᵀMW Z = TᵀGᵀ = 0,

WᵀMT A + WᵀMW Z = WᵀGᵀ = 1.

These are the entries of the right-hand block column in

JᵀMJ [ 1, A ; 0, Z ] = [ TᵀMT, 0 ; WᵀMT, 1 ].

Taking determinants, we find Fixman's identity in terms of the full mass metric:

det(TᵀMT) = det(JᵀMJ) det Z.

For positive definite M, det Z is positive: WᵀGᵀ = 1 shows that Gᵀu = 0 only for u = 0, so uᵀZu > 0 for u ≠ 0. The Fixman potential U = (kT/2) log det Z then has the Boltzmann factor exp(−U/kT) = 1/√det Z, and

√det(TᵀMT) exp(−U/kT) = √det(JᵀMJ).

In classical molecular dynamics with holonomic constraints that samples the canonical distribution at thermal energy kT, adding U to the potential energy thus gives each allowed configuration the weight it has in the unconstrained model at the same values of c.

## Matrices indexed by coordinates, free directions and constraints

In the Lean development `n`, `l` and `k` are finite types that label the Cartesian coordinates, the free directions and the constraints. Their numbers of elements are the n, l and k used above.

```lean
import Mathlib

open Matrix

namespace FixmanIdentity

noncomputable section

variable {n l k : Type*} [Fintype n] [Fintype l] [Fintype k]
  [DecidableEq n] [DecidableEq l] [DecidableEq k]
```

The mass metric is defined for any real matrices of matching shape. The derivatives at one configuration enter as given matrices, so a curvilinear coordinate system supplies a new set at each configuration.

```lean
/-- The mass metric `Tᵀ M T` of the displacements in the columns of `T`. -/
def massMetric (M : Matrix n n ℝ) (T : Matrix n l ℝ) : Matrix l l ℝ := Tᵀ * M * T
```

The constraint matrix has one row and one column per constraint. With diagonal M, its inverse masses weight the overlaps of the constraint gradients.

```lean
/-- The constraint matrix `G M⁻¹ Gᵀ` of the constraint gradients in the rows of `G`,
for an invertible mass matrix `M`. -/
def constraintMatrix (M : Matrix n n ℝ) (G : Matrix k n ℝ) : Matrix k k ℝ := G * M⁻¹ * Gᵀ
```

The potential takes the thermal energy as a single real number `kT`. Its sign is chosen so that it is added to the potential energy of the rigid model.

```lean
/-- The Fixman potential `(kT/2) log det (G M⁻¹ Gᵀ)` at thermal energy `kT`, for an invertible
mass matrix and a constraint matrix of positive determinant. -/
def fixmanPotential (kT : ℝ) (M : Matrix n n ℝ) (G : Matrix k n ℝ) : ℝ :=
  kT / 2 * Real.log (constraintMatrix M G).det
```

## Extracting the mass determinant

The matrix X has rows labelled by free directions and constraints together, whereas its columns are labelled by Cartesian coordinates. These are different types even when they have equally many elements, and Lean defines a determinant only when rows and columns share one type. The lemma below therefore takes a one-to-one correspondence `e : p ≃ n` and uses it to relabel the outer indices, which leaves the determinants of XMY and XY unchanged. After that, the product rule for determinants applies to square factors, as in the derivation by hand.

```lean
/-- A mass matrix placed between two matrices of complementary shape and full size contributes
its determinant as a factor. -/
theorem det_mul_mass_mul {p : Type*} [Fintype p] [DecidableEq p] (e : p ≃ n)
    (M : Matrix n n ℝ) (X : Matrix p n ℝ) (Y : Matrix n p ℝ) :
    (X * M * Y).det = M.det * (X * Y).det := by
  -- relabel the outer indices so that all factors are square
  have h1 : (X * M * Y).det
      = (X.submatrix e.symm id * M * Y.submatrix id e.symm).det := by
    rw [← Matrix.det_submatrix_equiv_self e.symm (X * M * Y)]
    rfl
  have h2 : (X * Y).det = (X.submatrix e.symm id * Y.submatrix id e.symm).det := by
    rw [← Matrix.det_submatrix_equiv_self e.symm (X * Y)]
    rfl
  rw [h1, h2, Matrix.det_mul, Matrix.det_mul, Matrix.det_mul]
  ring
```

## The product form for any invertible mass matrix

The hypothesis `hcard` says that free directions and constraints add up to the number of coordinates, `hM` says that det M is invertible, and `hGT` is the linearised constraint condition. M need not even be symmetric.

In the proof, `fromRows Tᵀ G` is X and `fromCols T (M⁻¹ * Gᵀ)` is Y. The correspondence `e` comes from `hcard`. The steps `h1` and `h2` compute the two triangular products, the lemma above links their determinants, and `linear_combination h` rearranges the factors.

```lean
/-- **Fixman's identity**: if the displacements `T` satisfy the linearised constraints `G T = 0`
and the numbers of free directions and constraints add up to the number of coordinates, then
`det (Tᵀ M T) det (G Gᵀ) = det M det (G M⁻¹ Gᵀ) det (Tᵀ T)` for every invertible `M`. -/
theorem fixman_identity {M : Matrix n n ℝ} {G : Matrix k n ℝ} {T : Matrix n l ℝ}
    (hcard : Fintype.card l + Fintype.card k = Fintype.card n)
    (hM : IsUnit M.det) (hGT : G * T = 0) :
    (massMetric M T).det * (G * Gᵀ).det
      = M.det * (constraintMatrix M G).det * (Tᵀ * T).det := by
  have e : l ⊕ k ≃ n := Fintype.equivOfCardEq (by rw [Fintype.card_sum, hcard])
  have hTG : Tᵀ * Gᵀ = 0 := by rw [← Matrix.transpose_mul, hGT, Matrix.transpose_zero]
  have hc : M * (M⁻¹ * Gᵀ) = Gᵀ := by
    rw [← Matrix.mul_assoc, Matrix.mul_nonsing_inv _ hM, Matrix.one_mul]
  -- with the mass matrix in between, the product is block lower triangular
  have h1 : fromRows Tᵀ G * M * fromCols T (M⁻¹ * Gᵀ)
      = fromBlocks (Tᵀ * M * T) 0 (G * M * T) (G * Gᵀ) := by
    rw [fromRows_mul, fromRows_mul_fromCols, Matrix.mul_assoc Tᵀ M (M⁻¹ * Gᵀ),
      Matrix.mul_assoc G M (M⁻¹ * Gᵀ), hc, hTG]
  -- without it, the product is block upper triangular
  have h2 : fromRows Tᵀ G * fromCols T (M⁻¹ * Gᵀ)
      = fromBlocks (Tᵀ * T) (Tᵀ * (M⁻¹ * Gᵀ)) 0 (G * M⁻¹ * Gᵀ) := by
    rw [fromRows_mul_fromCols, hGT, Matrix.mul_assoc G M⁻¹ Gᵀ]
  have h := det_mul_mass_mul e M (fromRows Tᵀ G) (fromCols T (M⁻¹ * Gᵀ))
  rw [h1, h2, det_fromBlocks_zero₁₂, det_fromBlocks_zero₂₁] at h
  unfold massMetric constraintMatrix
  linear_combination h
```

## Independence and the quotient form

Positivity now enters. `M.PosDef` states that M is symmetric and positive definite, and `LinearIndependent ℝ T.col` that the columns of T are independent. The latter means that T sends no nonzero vector to zero, so TᵀMT is again positive definite and has a positive determinant.

```lean
omit [DecidableEq n] in
/-- For a positive definite mass matrix, independent displacements have a mass metric of
positive determinant. -/
theorem massMetric_det_pos {M : Matrix n n ℝ} {T : Matrix n l ℝ} (hM : M.PosDef)
    (hT : LinearIndependent ℝ T.col) : 0 < (massMetric M T).det := by
  have h := (hM.conjTranspose_mul_mul_same (Matrix.mulVec_injective_iff.2 hT)).det_pos
  rw [Matrix.conjTranspose_eq_transpose_of_trivial] at h
  exact h
```

The quotient form needs this positivity only for the two Gram matrices TᵀT and GGᵀ. Both are mass metrics with all masses equal to one, the second for the displacements Gᵀ, so the preceding lemma covers them. The hypotheses of the product form are kept, so GT = 0 and l + k = n still hold, and M itself is still only assumed to be invertible. Once the denominators are known to be nonzero, `div_eq_div_iff` clears them and leaves the product form.

```lean
/-- Quotient form of Fixman's identity: for independent displacements and independent constraint
gradients, `det (Tᵀ M T) / det (Tᵀ T) = det M det (G M⁻¹ Gᵀ) / det (G Gᵀ)`. -/
theorem fixman_identity_div {M : Matrix n n ℝ} {G : Matrix k n ℝ} {T : Matrix n l ℝ}
    (hcard : Fintype.card l + Fintype.card k = Fintype.card n)
    (hM : IsUnit M.det) (hGT : G * T = 0)
    (hT : LinearIndependent ℝ T.col) (hG : LinearIndependent ℝ G.row) :
    (massMetric M T).det / (Tᵀ * T).det
      = M.det * (constraintMatrix M G).det / (G * Gᵀ).det := by
  -- both Gram determinants are mass metrics for unit masses
  have ht : 0 < (Tᵀ * T).det := by
    have h := massMetric_det_pos (M := (1 : Matrix n n ℝ)) Matrix.PosDef.one hT
    rwa [massMetric, Matrix.mul_one] at h
  have hg : 0 < (G * Gᵀ).det := by
    have h := massMetric_det_pos (M := (1 : Matrix n n ℝ)) (T := Gᵀ) Matrix.PosDef.one hG
    rwa [massMetric, Matrix.mul_one, Matrix.transpose_transpose] at h
  rw [div_eq_div_iff ht.ne' hg.ne']
  exact fixman_identity hcard hM hGT
```

## The chain rule as a hypothesis

The next theorem assumes an invertible M and takes the relations GT = 0, GW = 1 and TS + WG = 1 as hypotheses. These relations stand for the statement that (s, c) and x are two coordinate systems for the same configurations, related by differentiable maps in both directions. The companion relations ST = 1 and SW = 0, which also hold for such coordinates, are not used.

The proof follows the block calculation above. `key` expands M⁻¹Gᵀ in the coordinate directions, `hb1` and `hb2` are the two equations obtained from it, and `hprod` assembles them into the product whose determinants are then compared.

```lean
/-- Let `T`, `W` be the derivatives of the positions along free and constrained coordinates, and
`S`, `G` the gradients of these coordinates. The mass metric of the free coordinates has the
determinant of the full mass metric times that of the constraint matrix. -/
theorem det_massMetric_coordinates {M : Matrix n n ℝ} {G : Matrix k n ℝ} {S : Matrix l n ℝ}
    {T : Matrix n l ℝ} {W : Matrix n k ℝ} (hM : IsUnit M.det)
    (hGT : G * T = 0) (hGW : G * W = 1) (hchain : T * S + W * G = 1) :
    (massMetric M T).det
      = (massMetric M (fromCols T W)).det * (constraintMatrix M G).det := by
  have hTG : Tᵀ * Gᵀ = 0 := by rw [← Matrix.transpose_mul, hGT, Matrix.transpose_zero]
  have hWG : Wᵀ * Gᵀ = 1 := by rw [← Matrix.transpose_mul, hGW, Matrix.transpose_one]
  have hc : M * (M⁻¹ * Gᵀ) = Gᵀ := by
    rw [← Matrix.mul_assoc, Matrix.mul_nonsing_inv _ hM, Matrix.one_mul]
  -- the chain rule expands `M⁻¹ Gᵀ` in the coordinate directions
  have key : T * (S * M⁻¹ * Gᵀ) + W * (G * M⁻¹ * Gᵀ) = M⁻¹ * Gᵀ := by
    calc T * (S * M⁻¹ * Gᵀ) + W * (G * M⁻¹ * Gᵀ)
        = (T * S + W * G) * (M⁻¹ * Gᵀ) := by
          simp only [Matrix.add_mul, Matrix.mul_assoc]
      _ = M⁻¹ * Gᵀ := by rw [hchain, Matrix.one_mul]
  have hb1 : Tᵀ * M * T * (S * M⁻¹ * Gᵀ) + Tᵀ * M * W * (G * M⁻¹ * Gᵀ) = 0 := by
    rw [Matrix.mul_assoc (Tᵀ * M) T, Matrix.mul_assoc (Tᵀ * M) W, ← Matrix.mul_add, key,
      Matrix.mul_assoc Tᵀ M, hc, hTG]
  have hb2 : Wᵀ * M * T * (S * M⁻¹ * Gᵀ) + Wᵀ * M * W * (G * M⁻¹ * Gᵀ) = 1 := by
    rw [Matrix.mul_assoc (Wᵀ * M) T, Matrix.mul_assoc (Wᵀ * M) W, ← Matrix.mul_add, key,
      Matrix.mul_assoc Wᵀ M, hc, hWG]
  have hprod : massMetric M (fromCols T W)
      * fromBlocks 1 (S * M⁻¹ * Gᵀ) 0 (G * M⁻¹ * Gᵀ)
      = fromBlocks (Tᵀ * M * T) 0 (Wᵀ * M * T) 1 := by
    rw [massMetric, transpose_fromCols, fromRows_mul, fromRows_mul_fromCols,
      fromBlocks_multiply, hb1, hb2]
    simp only [Matrix.mul_one, Matrix.mul_zero, add_zero]
  have h := congrArg Matrix.det hprod
  simp only [Matrix.det_mul, det_fromBlocks_zero₂₁, det_fromBlocks_zero₁₂, Matrix.det_one,
    one_mul, mul_one] at h
  exact h.symm
```

## From the constraint determinant to the corrected weight

The next theorem assumes positive temperature and a positive definite M. It compares the weights at a single configuration; the momentum integrals that led to them belong to the derivation by hand.

`hinj` uses WᵀGᵀ = 1 to show that Gᵀ is injective. Applying `massMetric_det_pos` to M⁻¹ and Gᵀ then yields det(GM⁻¹Gᵀ) > 0, recorded as `ha`. With this, `hexp` turns the exponential of the logarithm into an inverse square root, which cancels the extra factor supplied by `det_massMetric_coordinates`.

```lean
/-- The Boltzmann factor of the Fixman potential turns the weight `√det (Tᵀ M T)` of the free
coordinates into the weight `√det (Jᵀ M J)` of the full coordinate system `J = [T W]`. -/
theorem fixmanPotential_corrects_weight {M : Matrix n n ℝ} {G : Matrix k n ℝ}
    {S : Matrix l n ℝ} {T : Matrix n l ℝ} {W : Matrix n k ℝ} {kT : ℝ} (hkT : 0 < kT)
    (hM : M.PosDef) (hGT : G * T = 0) (hGW : G * W = 1) (hchain : T * S + W * G = 1) :
    √(massMetric M T).det * Real.exp (-fixmanPotential kT M G / kT)
      = √(massMetric M (fromCols T W)).det := by
  have hWG : Wᵀ * Gᵀ = 1 := by rw [← Matrix.transpose_mul, hGW, Matrix.transpose_one]
  -- `G W = 1` makes the constraint gradients independent
  have hinj : Function.Injective Gᵀ.mulVec := by
    intro u v h
    have h' := congrArg (fun x => Wᵀ *ᵥ x) h
    simpa only [Matrix.mulVec_mulVec, hWG, Matrix.one_mulVec] using h'
  have ha : 0 < (constraintMatrix M G).det := by
    have h := massMetric_det_pos hM.inv (Matrix.mulVec_injective_iff.1 hinj)
    rwa [massMetric, Matrix.transpose_transpose] at h
  have hexp : Real.exp (-fixmanPotential kT M G / kT) = (√(constraintMatrix M G).det)⁻¹ := by
    have h : -fixmanPotential kT M G / kT = -(Real.log (constraintMatrix M G).det / 2) := by
      unfold fixmanPotential
      field_simp
    rw [h, Real.exp_neg, ← Real.log_sqrt ha.le, Real.exp_log (Real.sqrt_pos.2 ha)]
  rw [hexp, det_massMetric_coordinates hM.det_pos.ne'.isUnit hGT hGW hchain,
    Real.sqrt_mul' _ ha.le, mul_assoc, mul_inv_cancel₀ (Real.sqrt_pos.2 ha).ne', mul_one]
```

## Two particles on a line

The coordinate relations can be checked explicitly for two particles at x₀ and x₁. Take the midpoint s = (x₀ + x₁)/2 as free coordinate and the separation c = x₁ − x₀ as constrained coordinate. Then x₀ = s − c/2 and x₁ = s + c/2, so

T = (1, 1)ᵀ, W = (−1/2, 1/2)ᵀ, S = (1/2, 1/2), G = (−1, 1).

Lean verifies the three relations entry by entry. Here G is the same at every configuration, so for fixed masses and temperature the Fixman potential is a constant; in the three-atom molecule of the opening, the overlap of the two bond gradients at the shared atom changes with the bond angle, and det Z changes with it.

```lean
/-- Two particles on a line with the midpoint as free coordinate and the separation as
constrained coordinate satisfy the coordinate relations `G T = 0`, `G W = 1`, `T S + W G = 1`. -/
theorem coordinates_witness :
    (!![-1, 1] : Matrix (Fin 1) (Fin 2) ℝ) * (!![1; 1] : Matrix (Fin 2) (Fin 1) ℝ) = 0 ∧
    (!![-1, 1] : Matrix (Fin 1) (Fin 2) ℝ) * (!![-1/2; 1/2] : Matrix (Fin 2) (Fin 1) ℝ) = 1 ∧
    (!![1; 1] : Matrix (Fin 2) (Fin 1) ℝ) * (!![1/2, 1/2] : Matrix (Fin 1) (Fin 2) ℝ)
      + (!![-1/2; 1/2] : Matrix (Fin 2) (Fin 1) ℝ) * (!![-1, 1] : Matrix (Fin 1) (Fin 2) ℝ)
      = 1 := by
  refine ⟨?_, ?_, ?_⟩ <;> ext i j <;> fin_cases i <;> fin_cases j <;>
    norm_num [Matrix.mul_apply, Fin.sum_univ_succ]

end

end FixmanIdentity
```

```lean
#print axioms FixmanIdentity.fixman_identity_div
-- 'FixmanIdentity.fixman_identity_div' depends on axioms: [propext, Classical.choice, Quot.sound]
#print axioms FixmanIdentity.det_massMetric_coordinates
-- 'FixmanIdentity.det_massMetric_coordinates' depends on axioms: [propext, Classical.choice, Quot.sound]
#print axioms FixmanIdentity.fixmanPotential_corrects_weight
-- 'FixmanIdentity.fixmanPotential_corrects_weight' depends on axioms: [propext, Classical.choice, Quot.sound]
```
